# When a Multimode Bogoliubov Transformation Preserves the Boson Commutation Relations

Take one boson mode $a$, with $[a,a^*]=1$, and mix it with its adjoint: $b=ua+va^*$ for complex $u,v$. Then $b^*=\bar v a+\bar u a^*$, and

$$[b,b^*]=u\bar u\,[a,a^*]+v\bar v\,[a^*,a]=|u|^2-|v|^2 .$$

So $b$ is again a boson mode exactly when $|u|^2-|v|^2=1$. The minus sign comes from the reversed order in $[a^*,a]$. With several modes, the new annihilators must also commute with each other, which gives a second condition.

## The two matrix conditions

Let $a_j$ be finitely many modes with $[a_i,a_j]=0$ and $[a_i,a_j^*]=\delta_{ij}$, in a complex star-algebra with $1\neq0$. For complex square matrices $U,V$, set

$$b_i=\sum_j\left(U_{ij}a_j+V_{ij}a_j^*\right).$$

The $b_i$ are canonical boson modes if and only if $UU^\dagger-VV^\dagger=1$ and $UV^T$ is symmetric.

Taking the adjoint of $[a_k,a_j]=0$ gives $[a_j^*,a_k^*]=0$, and $[a_j^*,a_k]=-\delta_{jk}$. Expanding a commutator of two linear combinations therefore leaves only the mixed terms with equal indices:

$$\Big[\sum_j(u_ja_j+v_ja_j^*),\sum_k(u'_ka_k+v'_ka_k^*)\Big]=\sum_j(u_jv'_j-v_ju'_j).$$

For $[b_i,b_j]$, the coefficients are rows $i$ and $j$ of $U$ and $V$. For $[b_i,b_j^*]$, use $b_j^*=\sum_k(\bar V_{jk}a_k+\bar U_{jk}a_k^*)$. Hence

$$[b_i,b_j]=(UV^T-VU^T)_{ij},\qquad [b_i,b_j^*]=(UU^\dagger-VV^\dagger)_{ij}.$$

Since $(UV^T)^T=VU^T$, the first commutator vanishes for all $i,j$ exactly when $UV^T$ is symmetric. The second equals $\delta_{ij}$ exactly when $UU^\dagger-VV^\dagger=1$. Reading matrix equations off operator equations uses $1\ne0$: in the zero algebra every family satisfies the relations, even the one with $U=V=0$.

For quadratic boson Hamiltonians with finitely many modes, as in linear spin-wave theory, these are the constraints under which transformed operators can be treated as independent bosons.

## Two modes with numbers

Number the modes 0 and 1, and take

$$U=\tfrac54\begin{pmatrix}1&0\\0&1\end{pmatrix},\qquad V=\tfrac34\begin{pmatrix}0&1\\1&0\end{pmatrix}.$$

Then $UU^\dagger-VV^\dagger=\frac{25}{16}-\frac9{16}=1$ times the identity matrix, and $UV^T$ is symmetric with off-diagonal entries $\frac{15}{16}$. The new modes are $b_0=\frac54a_0+\frac34a_1^*$ and $b_1=\frac54a_1+\frac34a_0^*$.

Now change the sign of $V_{10}$, so that $b_1=\frac54a_1-\frac34a_0^*$. The first condition still holds, but $UV^T$ is no longer symmetric, and

$$[b_0,b_1]=-\tfrac{15}{16}-\tfrac{15}{16}=-\tfrac{15}{8}.$$

Each operator is a good boson mode by itself, but the two are not independent.

## Recovering the original modes

Substituting one transformation $(U,V)$ into another $(U',V')$ gives the coefficient matrices $U'U+V'\bar V$ and $U'V+V'\bar U$. These are the top blocks of the product of the block matrices built from $(U',V')$ and $(U,V)$, in that order, each of the form of the first factor below. If $(U,V)$ satisfies the two matrix conditions, then

$$\begin{pmatrix}U&V\\ \bar V&\bar U\end{pmatrix}
\begin{pmatrix}U^\dagger&-V^T\\-V^\dagger&U^T\end{pmatrix}=1.$$

The top blocks of this product are $UU^\dagger-VV^\dagger=1$ and $VU^T-UV^T=0$; the bottom blocks are their complex conjugates in the opposite order. For finite square matrices a right inverse is also a left inverse. The top row of the reversed product reads $U^\dagger U-V^T\bar V=1$ and $U^\dagger V-V^T\bar U=0$, so the composition rule gives

$$a_i=\sum_j\left(\bar U_{ji}b_j-V_{ji}b_j^*\right).$$

## Modes and field operators in Lean

```lean
import Mathlib

open Matrix

/-! Multimode Bogoliubov transformations of bosons. The canonical commutation relations are
realised by the usual ladder operators on the finite-particle vectors of Fock space; that
construction is not carried out here. -/

namespace BosonicBogoliubov

noncomputable section

variable {n : Type*} [Fintype n] [DecidableEq n]
variable {A : Type*} [Ring A] [StarRing A] [Algebra ℂ A] [StarModule ℂ A]
```

The finite type `n` labels the modes. The algebra `A` has complex scalars and an adjoint `star` that conjugates them, but no norm, so bounded operators are not required. The existence of modes in `A` is a hypothesis of the theorems that need it.

```lean
/-- The commutator `[x, y] = x y - y x`. -/
def comm (x y : A) : A := x * y - y * x

/-- Canonical boson modes: annihilators commute with each other, and `[a_i, a_j*] = δ_ij`. -/
structure IsBosonModes (a : n → A) : Prop where
  ann_ann : ∀ i j, comm (a i) (a j) = 0
  ann_cre : ∀ i j, comm (a i) (star (a j)) = if i = j then 1 else 0
```

`IsBosonModes` contains the two physical postulates: different modes are independent, and each has the ladder-operator commutator, with the operators normalised so that it equals 1. The relation between creators is derived.

```lean
/-- The field operator `∑_j (u_j a_j + v_j a_j*)`. -/
def fieldOp (a : n → A) (u v : n → ℂ) : A := ∑ j, (u j • a j + v j • star (a j))

/-- The Bogoliubov transformed operators `b_i = ∑_j (U_ij a_j + V_ij a_j*)`. -/
def bogoliubov (U V : Matrix n n ℂ) (a : n → A) (i : n) : A := fieldOp a (U i) (V i)
```

Here `U i` is row $i$ of the matrix, which fixes the convention that the row index labels the new mode.

## Commutators as matrix entries

```lean
omit [StarModule ℂ A] in
/-- The commutator of two field operators is the number `∑_j (u_j v'_j - v_j u'_j)`. -/
theorem comm_fieldOp {a : n → A} (h : IsBosonModes a) (u v u' v' : n → ℂ) :
    comm (fieldOp a u v) (fieldOp a u' v') = (∑ j, (u j * v' j - v j * u' j)) • (1 : A) := by
  -- the commutator is additive in both arguments
  have hsum : ∀ x y : n → A,
      comm (∑ j, x j) (∑ k, y k) = ∑ j, ∑ k, comm (x j) (y k) := by
    intro x y
    simp only [comm, Finset.sum_sub_distrib, Finset.sum_mul_sum]
    congr 1
    exact Finset.sum_comm
  -- creators commute, by taking adjoints
  have hcre : ∀ j k, comm (star (a j)) (star (a k)) = 0 := by
    intro j k
    have := congrArg star (h.ann_ann k j)
    simpa only [comm, star_sub, star_mul, star_zero] using this
  -- only equal modes contribute
  have key : ∀ j k, comm (u j • a j + v j • star (a j)) (u' k • a k + v' k • star (a k))
      = if j = k then (u j * v' j - v j * u' j) • (1 : A) else 0 := by
    intro j k
    have hexp : comm (u j • a j + v j • star (a j)) (u' k • a k + v' k • star (a k))
        = (u j * u' k) • comm (a j) (a k) + (u j * v' k) • comm (a j) (star (a k))
          - (v j * u' k) • comm (a k) (star (a j))
          + (v j * v' k) • comm (star (a j)) (star (a k)) := by
      simp only [comm, add_mul, mul_add, smul_mul_assoc, mul_smul_comm]
      module
    rw [hexp, h.ann_ann, hcre, h.ann_cre j k, h.ann_cre k j]
    by_cases e : j = k
    · subst e
      simp only [eq_self, if_true]
      module
    · simp [e, Ne.symm e]
  unfold fieldOp
  rw [hsum]
  simp only [key, Finset.sum_ite_eq, Finset.mem_univ, if_true, Finset.sum_smul]
```

The value is a number times the identity of `A`. In the proof, `hsum` expands the double sum, `hcre` takes the adjoint of the annihilator relation, and `hexp` writes out the four terms. Then `key` keeps only $j=k$.

```lean
omit [DecidableEq n] in
/-- The adjoint of a field operator has its two sets of coefficients conjugated and swapped. -/
theorem star_fieldOp (a : n → A) (u v : n → ℂ) :
    star (fieldOp a u v) = fieldOp a (fun j => star (v j)) (fun j => star (u j)) := by
  simp only [fieldOp, star_sum, star_add, star_smul, star_star]
  exact Finset.sum_congr rfl fun _ _ => add_comm _ _

omit [StarModule ℂ A] in
/-- The commutator `[b_i, b_j]` is the `(i, j)` entry of `U Vᵀ - V Uᵀ`. -/
theorem comm_bogoliubov {a : n → A} (h : IsBosonModes a) (U V : Matrix n n ℂ) (i j : n) :
    comm (bogoliubov U V a i) (bogoliubov U V a j) = (U * Vᵀ - V * Uᵀ) i j • (1 : A) := by
  have := comm_fieldOp h (U i) (V i) (U j) (V j)
  simpa only [bogoliubov, Matrix.sub_apply, Matrix.mul_apply, Matrix.transpose_apply,
    Finset.sum_sub_distrib] using this

/-- The commutator `[b_i, b_j*]` is the `(i, j)` entry of `U Uᴴ - V Vᴴ`. -/
theorem comm_bogoliubov_star {a : n → A} (h : IsBosonModes a) (U V : Matrix n n ℂ) (i j : n) :
    comm (bogoliubov U V a i) (star (bogoliubov U V a j))
      = (U * Uᴴ - V * Vᴴ) i j • (1 : A) := by
  have := comm_fieldOp h (U i) (V i) (fun k => star (V j k)) (fun k => star (U j k))
  simpa only [bogoliubov, star_fieldOp, Matrix.sub_apply, Matrix.mul_apply,
    Matrix.conjTranspose_apply, Finset.sum_sub_distrib] using this
```

The adjoint rule swaps and conjugates the coefficients. The next two results insert rows of $U$ and $V$ into the general commutator and recognise the sums as matrix products, with `ᴴ` denoting the conjugate transpose.

## The equivalence

```lean
/-- The transformed operators `b_i` are canonical boson modes if and only if
`U Uᴴ - V Vᴴ = 1` and `U Vᵀ` is symmetric. -/
theorem isBosonModes_bogoliubov_iff [Nontrivial A] {a : n → A} (h : IsBosonModes a)
    (U V : Matrix n n ℂ) :
    IsBosonModes (bogoliubov U V a) ↔ U * Uᴴ - V * Vᴴ = 1 ∧ (U * Vᵀ).IsSymm := by
  -- a number is determined by the multiple of the identity it gives
  have inj : ∀ c d : ℂ, c • (1 : A) = d • (1 : A) → c = d := fun c d hcd =>
    (algebraMap ℂ A).injective (by simpa only [Algebra.algebraMap_eq_smul_one] using hcd)
  have hs : (U * Vᵀ).IsSymm ↔ U * Vᵀ - V * Uᵀ = 0 := by
    unfold Matrix.IsSymm
    rw [Matrix.transpose_mul, Matrix.transpose_transpose, sub_eq_zero]
    exact eq_comm
  rw [hs]
  constructor
  · intro hb
    constructor
    · ext i j
      apply inj
      rw [← comm_bogoliubov_star h, hb.ann_cre, Matrix.one_apply]
      split_ifs <;> simp
    · ext i j
      apply inj
      rw [← comm_bogoliubov h, hb.ann_ann]
      simp
  · rintro ⟨h1, h2⟩
    constructor
    · intro i j
      rw [comm_bogoliubov h, h2]
      simp
    · intro i j
      rw [comm_bogoliubov_star h, h1, Matrix.one_apply]
      split_ifs <;> simp
```

`Nontrivial A` says $1\neq0$. It enters through `inj`, by which equal multiples of the identity have equal coefficients. `hs` rewrites symmetry as $UV^T-VU^T=0$. The forward direction compares entries using `inj`; the reverse substitutes the matrix equations into the commutators.

The theorem concerns algebraic relations only: it does not provide a unitary operator implementing the transformation, a new vacuum, or a diagonalised Hamiltonian.

## Composition and inverse

```lean
omit [DecidableEq n] in
/-- Two successive Bogoliubov transformations are a single one, with coefficient matrices
`U' U + V' conj V` and `U' V + V' conj U`. -/
theorem bogoliubov_comp (U V U' V' : Matrix n n ℂ) (a : n → A) :
    bogoliubov U' V' (bogoliubov U V a)
      = bogoliubov (U' * U + V' * V.map star) (U' * V + V' * U.map star) a := by
  funext i
  have L : bogoliubov U' V' (bogoliubov U V a) i
      = ∑ j, ∑ k, ((U' i j * U j k + V' i j * star (V j k)) • a k
          + (U' i j * V j k + V' i j * star (U j k)) • star (a k)) := by
    simp only [bogoliubov, fieldOp, star_sum, star_add, star_smul, star_star,
      Finset.smul_sum, ← Finset.sum_add_distrib]
    refine Finset.sum_congr rfl fun j _ => Finset.sum_congr rfl fun k _ => ?_
    module
  rw [L, Finset.sum_comm]
  simp only [bogoliubov, fieldOp]
  refine Finset.sum_congr rfl fun k _ => ?_
  simp only [Matrix.add_apply, Matrix.mul_apply, Matrix.map_apply,
    ← Finset.sum_add_distrib, Finset.sum_smul]
```

The proof expands both sums, exchanges their order and collects the coefficients of each $a_k$ and $a_k^*$. This holds for any family `a`, since no commutator is used.

```lean
/-- Under the bosonic Bogoliubov conditions the original modes are recovered as
`a_i = ∑_j (conj U_ji b_j - V_ji b_j*)`. -/
theorem bogoliubov_inverse {U V : Matrix n n ℂ} (h1 : U * Uᴴ - V * Vᴴ = 1)
    (h2 : (U * Vᵀ).IsSymm) (a : n → A) :
    bogoliubov Uᴴ (-Vᵀ) (bogoliubov U V a) = a := by
  have h2' : V * Uᵀ = U * Vᵀ := by
    have := h2
    unfold Matrix.IsSymm at this
    rwa [Matrix.transpose_mul, Matrix.transpose_transpose] at this
  have h3 : U.map star * Vᴴ = V.map star * Uᴴ := by
    have := congrArg Matrix.conjTranspose h2'
    rw [Matrix.conjTranspose_mul, Matrix.conjTranspose_mul] at this
    exact this
  have h4 : U.map star * Uᵀ - V.map star * Vᵀ = 1 := by
    have := congrArg Matrix.transpose h1
    rw [Matrix.transpose_sub, Matrix.transpose_mul, Matrix.transpose_mul,
      Matrix.transpose_one] at this
    exact this
  have e1 : U * Uᴴ + V * -Vᴴ = 1 := by rw [Matrix.mul_neg, ← sub_eq_add_neg, h1]
  have e2 : U * -Vᵀ + V * Uᵀ = 0 := by rw [Matrix.mul_neg, h2', neg_add_cancel]
  have e3 : V.map star * Uᴴ + U.map star * -Vᴴ = 0 := by
    rw [Matrix.mul_neg, h3, add_neg_cancel]
  have e4 : V.map star * -Vᵀ + U.map star * Uᵀ = 1 := by
    rw [Matrix.mul_neg, neg_add_eq_sub, h4]
  -- a right inverse of the block matrix is also a left inverse
  have hW : fromBlocks U V (V.map star) (U.map star) * fromBlocks Uᴴ (-Vᵀ) (-Vᴴ) Uᵀ = 1 := by
    rw [Matrix.fromBlocks_multiply, e1, e2, e3, e4, Matrix.fromBlocks_one]
  have hW' := mul_eq_one_comm.1 hW
  rw [Matrix.fromBlocks_multiply, ← Matrix.fromBlocks_one, Matrix.fromBlocks_inj] at hW'
  rw [bogoliubov_comp, hW'.1, hW'.2.1]
  funext i
  simp [bogoliubov, fieldOp, Matrix.one_apply]
```

`e1` to `e4` are the four blocks of the product computed above, and `mul_eq_one_comm` reverses its order. Again `a` is arbitrary: the inversion depends only on the coefficients.

## Two-mode squeezing

```lean
/-- Two-mode squeezing: `cosh r a_0 + sinh r a_1*` and `cosh r a_1 + sinh r a_0*` are
canonical boson modes for every real `r`. -/
theorem twoModeSqueezing [Nontrivial A] {a : Fin 2 → A} (h : IsBosonModes a) (r : ℝ) :
    IsBosonModes ![(Real.cosh r : ℂ) • a 0 + (Real.sinh r : ℂ) • star (a 1),
      (Real.cosh r : ℂ) • a 1 + (Real.sinh r : ℂ) • star (a 0)] := by
  have hcs := Real.cosh_sq_sub_sinh_sq r
  generalize Real.cosh r = c at hcs ⊢
  generalize Real.sinh r = s at hcs ⊢
  have hc : (c : ℂ) ^ 2 - (s : ℂ) ^ 2 = 1 := by exact_mod_cast hcs
  have e : bogoliubov !![(c : ℂ), 0; 0, (c : ℂ)] !![0, (s : ℂ); (s : ℂ), 0] a
      = ![(c : ℂ) • a 0 + (s : ℂ) • star (a 1), (c : ℂ) • a 1 + (s : ℂ) • star (a 0)] := by
    funext i
    fin_cases i
    · simp [bogoliubov, fieldOp, Fin.sum_univ_two]
    · simp [bogoliubov, fieldOp, Fin.sum_univ_two, add_comm]
  rw [← e, isBosonModes_bogoliubov_iff h]
  constructor
  · ext i j
    simp only [Matrix.sub_apply, Matrix.mul_apply, Matrix.conjTranspose_apply,
      Fin.sum_univ_two]
    fin_cases i <;> fin_cases j <;> simp <;> linear_combination hc
  · unfold Matrix.IsSymm
    ext i j
    simp only [Matrix.mul_apply, Matrix.transpose_apply, Fin.sum_univ_two]
    fin_cases i <;> fin_cases j <;> simp

end

end BosonicBogoliubov
```

The first numerical example, before the sign change, is the case $r=\ln2$. The proof replaces $\cosh r$ and $\sinh r$ by $c$ and $s$, keeping only $c^2-s^2=1$, identifies the operators as a Bogoliubov transformation, and checks both matrix conditions entry by entry.

```lean
#print axioms BosonicBogoliubov.isBosonModes_bogoliubov_iff
#print axioms BosonicBogoliubov.bogoliubov_inverse
#print axioms BosonicBogoliubov.twoModeSqueezing
```

```
'BosonicBogoliubov.isBosonModes_bogoliubov_iff' depends on axioms: [propext, Classical.choice, Quot.sound]
'BosonicBogoliubov.bogoliubov_inverse' depends on axioms: [propext, Classical.choice, Quot.sound]
'BosonicBogoliubov.twoModeSqueezing' depends on axioms: [propext, Classical.choice, Quot.sound]
```
